# The Rényi entropy of a finite Gibbs distribution from free energies at two temperatures

## Two levels at order two

Take energies \(0\) and \(\ln 2\) at inverse temperature \(b=1\), with \(k_B=1\). The Boltzmann factors are \(1\) and \(1/2\), their sum is \(Z(1)=3/2\), and the weights are \(2/3\) and \(1/3\). Squaring the weights squares the Boltzmann factors, which doubles the inverse temperature:

\[
\sum_i p_i^2=\frac{1+1/4}{(3/2)^2}=\frac{Z(2)}{Z(1)^2}=\frac59 .
\]

The Rényi entropy of order two is therefore \(-\ln(5/9)\approx 0.588\). With \(F(b)=-\ln Z(b)/b\), we have \(F(1)\approx-0.4055\) and \(F(2)\approx-0.1116\), and \(2\,(F(2)-F(1))\approx 0.588\) as well.

## General order

Let \(E_i\) be a finite nonempty list of real energies, \(Z(b)=\sum_i e^{-bE_i}\) and \(p_i=e^{-bE_i}/Z(b)\). For \(a\neq1\) the Rényi entropy is \(S_a=\ln(\sum_i p_i^a)/(1-a)\). As in the example,

\[
\sum_i p_i^a=\frac{\sum_i e^{-abE_i}}{Z(b)^a}=\frac{Z(ab)}{Z(b)^a},
\qquad
S_a=\frac{\ln Z(ab)-a\ln Z(b)}{1-a}.
\]

For \(a,b\neq0\), insert \(\ln Z(ab)=-ab\,F(ab)\) and \(\ln Z(b)=-b\,F(b)\):

\[
S_a=\frac{-ab\,F(ab)+ab\,F(b)}{1-a}=\frac{ab\,\bigl(F(ab)-F(b)\bigr)}{a-1}.
\]

The slip to watch for is writing \(\ln Z(ab)=-b\,F(ab)\), without the factor \(a\). In the example this gives about \(0.699\), which exceeds \(\ln 2\approx0.693\), the largest order-two entropy that two levels can have.

## A difference quotient in temperature

Put \(b=1/T\) and \(G(T)=F(1/T)\). Since \(T/a-T=-T(a-1)/a\), the prefactor \(a/(T(a-1))\) equals \(-1/(T/a-T)\), and

\[
S_a=-\frac{G(T/a)-G(T)}{T/a-T}.
\]

This is a finite-difference version of the thermodynamic relation \(S=-dG/dT\), usually written \(S=-\partial F/\partial T\) with the free energy taken as a function of temperature.

## The limit at order one

Let \(U=\sum_i p_iE_i\). From \(\ln p_i=-bE_i-\ln Z(b)\) and \(\sum_i p_i=1\), the Shannon entropy is

\[
S_1=-\sum_i p_i\ln p_i=bU+\ln Z(b).
\]

Differentiation gives \((\ln Z)'(b)=-\sum_i E_ie^{-bE_i}/Z(b)=-U\). Now set \(g(a)=\ln Z(ab)-a\ln Z(b)\), so that \(g(1)=0\). Then

\[
S_a=-\frac{g(a)-g(1)}{a-1}\;\longrightarrow\;-g'(1)=bU+\ln Z(b)=S_1
\qquad(a\to1).
\]

## What the Lean statements say

The levels are labelled by a finite type `ι`, and `E : ι → ℝ` gives their energies; repeated values represent degeneracy. `partitionFn`, `freeEnergy`, `gibbs` and `meanEnergy` are \(Z\), \(F\), \(p_i\) and \(U\), with \(F\) a function of inverse temperature.

`renyiEntropy` is meant for positive weights that sum to one, as the Gibbs weights do. It takes the Shannon form at `a = 1` by definition. Without that case, Lean's division by zero would make the entropy zero there.

The main theorem, `renyiEntropy_gibbs`, assumes that there is at least one level (`Nonempty ι`) and that `b ≠ 0`, `a ≠ 0` and `a ≠ 1`. It thus includes positive \(a\) and \(b\), and also negative temperatures, which a finite spectrum permits. The limit theorem holds for every real `b`.

For a quantum system with a finite-dimensional Hamiltonian, the \(E_i\) are its eigenvalues, and the thermal Rényi entropy follows from free energies at two temperatures. The file starts from the eigenvalues and contains no operators, infinite spectra or thermodynamic limit.

## The file and its proofs

```lean
import Mathlib

open Filter Topology

namespace RenyiFreeEnergy

noncomputable section

variable {ι : Type*} [Fintype ι]

/-- The partition function of the spectrum `E` at inverse temperature `b`. -/
def partitionFn (E : ι → ℝ) (b : ℝ) : ℝ := ∑ i, Real.exp (-b * E i)

/-- The Helmholtz free energy as a function of the inverse temperature `b`. -/
def freeEnergy (E : ι → ℝ) (b : ℝ) : ℝ := -Real.log (partitionFn E b) / b

/-- The Gibbs weight of level `i` at inverse temperature `b`. -/
def gibbs (E : ι → ℝ) (b : ℝ) (i : ι) : ℝ := Real.exp (-b * E i) / partitionFn E b

/-- The mean energy in the Gibbs state. -/
def meanEnergy (E : ι → ℝ) (b : ℝ) : ℝ := ∑ i, gibbs E b i * E i

/-- The Rényi entropy of order `a` of positive weights `p`; at order one it is the Shannon entropy.
-/
def renyiEntropy (p : ι → ℝ) (a : ℝ) : ℝ :=
  if a = 1 then -∑ i, p i * Real.log (p i) else Real.log (∑ i, p i ^ a) / (1 - a)

/-- The partition function of a nonempty spectrum is positive. -/
theorem partitionFn_pos [Nonempty ι] (E : ι → ℝ) (b : ℝ) : 0 < partitionFn E b :=
  Finset.sum_pos (fun _ _ => Real.exp_pos _) Finset.univ_nonempty

/-- The Gibbs weights sum to one. -/
theorem sum_gibbs [Nonempty ι] (E : ι → ℝ) (b : ℝ) : ∑ i, gibbs E b i = 1 := by
  simp only [gibbs]
  rw [← Finset.sum_div]
  exact div_self (partitionFn_pos E b).ne'

/-- The sum of the `a`-th powers of the Gibbs weights is the partition function at
inverse temperature `a * b` divided by the `a`-th power of the one at `b`. -/
theorem sum_gibbs_rpow [Nonempty ι] (E : ι → ℝ) (a b : ℝ) :
    ∑ i, gibbs E b i ^ a = partitionFn E (a * b) / partitionFn E b ^ a := by
  have h : ∀ i, gibbs E b i ^ a
      = Real.exp (-(a * b) * E i) / partitionFn E b ^ a := by
    intro i
    rw [gibbs, Real.div_rpow (Real.exp_pos _).le (partitionFn_pos E b).le,
      ← Real.exp_mul, show -b * E i * a = -(a * b) * E i by ring]
  rw [Finset.sum_congr rfl (fun i _ => h i), ← Finset.sum_div]
  rfl

/-- The logarithm of the sum of the `a`-th powers of the Gibbs weights, in terms of
the logarithm of the partition function at two inverse temperatures. -/
theorem log_sum_gibbs_rpow [Nonempty ι] (E : ι → ℝ) (a b : ℝ) :
    Real.log (∑ i, gibbs E b i ^ a)
      = Real.log (partitionFn E (a * b)) - a * Real.log (partitionFn E b) := by
  have hZ := partitionFn_pos E b
  rw [sum_gibbs_rpow, Real.log_div (partitionFn_pos E (a * b)).ne'
    (Real.rpow_pos_of_pos hZ a).ne', Real.log_rpow hZ]

/-- The Rényi entropy of order `a` of the Gibbs weights is `a b / (a - 1)` times the
difference of the free energies at inverse temperatures `a b` and `b`. -/
theorem renyiEntropy_gibbs [Nonempty ι] (E : ι → ℝ) {a b : ℝ}
    (hb : b ≠ 0) (ha : a ≠ 0) (ha1 : a ≠ 1) :
    renyiEntropy (gibbs E b) a
      = a * b * (freeEnergy E (a * b) - freeEnergy E b) / (a - 1) := by
  -- inverse temperature times free energy is minus the logarithm of Z
  have key : ∀ c : ℝ, c ≠ 0 → c * freeEnergy E c = -Real.log (partitionFn E c) := by
    intro c hc
    unfold freeEnergy
    field_simp
  have e1 := key (a * b) (mul_ne_zero ha hb)
  have e2 := key b hb
  have h1 : 1 - a ≠ 0 := sub_ne_zero.mpr (Ne.symm ha1)
  have h2 : a - 1 ≠ 0 := sub_ne_zero.mpr ha1
  rw [renyiEntropy, if_neg ha1, log_sum_gibbs_rpow, div_eq_div_iff h1 h2]
  linear_combination (-(1 - a)) * e1 + (1 - a) * a * e2

/-- In terms of the temperature `T`, the Rényi entropy of order `a` is minus the
difference quotient of the free energy between the temperatures `T` and `T / a`. -/
theorem renyiEntropy_eq_difference_quotient [Nonempty ι] (E : ι → ℝ) {a T : ℝ}
    (hT : T ≠ 0) (ha : a ≠ 0) (ha1 : a ≠ 1) :
    renyiEntropy (gibbs E T⁻¹) a
      = -(freeEnergy E (T / a)⁻¹ - freeEnergy E T⁻¹) / (T / a - T) := by
  have h2 : a - 1 ≠ 0 := sub_ne_zero.mpr ha1
  have hd : T / a - T = -(T * (a - 1) / a) := by
    field_simp
    ring
  rw [renyiEntropy_gibbs E (inv_ne_zero hT) ha ha1,
    show (T / a)⁻¹ = a * T⁻¹ by rw [inv_div, div_eq_mul_inv], hd, neg_div_neg_eq]
  generalize freeEnergy E (a * T⁻¹) = X
  generalize freeEnergy E T⁻¹ = Y
  field_simp

/-- The Shannon entropy of the Gibbs weights is `b` times the mean energy plus the
logarithm of the partition function. -/
theorem shannonEntropy_gibbs [Nonempty ι] (E : ι → ℝ) (b : ℝ) :
    renyiEntropy (gibbs E b) 1
      = b * meanEnergy E b + Real.log (partitionFn E b) := by
  have h : ∀ i, gibbs E b i * Real.log (gibbs E b i)
      = -b * (gibbs E b i * E i) - gibbs E b i * Real.log (partitionFn E b) := by
    intro i
    have hl : Real.log (gibbs E b i) = -b * E i - Real.log (partitionFn E b) := by
      rw [gibbs, Real.log_div (Real.exp_pos _).ne' (partitionFn_pos E b).ne',
        Real.log_exp]
    rw [hl]
    ring
  rw [renyiEntropy, if_pos rfl, Finset.sum_congr rfl (fun i _ => h i),
    Finset.sum_sub_distrib, ← Finset.mul_sum, ← Finset.sum_mul, sum_gibbs, meanEnergy]
  ring

/-- The derivative of the logarithm of the partition function with respect to the
inverse temperature is minus the mean energy. -/
theorem hasDerivAt_log_partitionFn [Nonempty ι] (E : ι → ℝ) (b : ℝ) :
    HasDerivAt (fun x => Real.log (partitionFn E x)) (-meanEnergy E b) b := by
  have h : HasDerivAt (fun x => partitionFn E x)
      (∑ i, Real.exp (-b * E i) * (-E i)) b := by
    unfold partitionFn
    refine HasDerivAt.fun_sum (fun i _ => ?_)
    have h1 : HasDerivAt (fun x : ℝ => -x * E i) (-E i) b :=
      ((hasDerivAt_id' b).fun_neg.mul_const (E i)).congr_deriv (by ring)
    exact h1.exp
  refine (h.log (partitionFn_pos E b).ne').congr_deriv ?_
  rw [meanEnergy, Finset.sum_div, ← Finset.sum_neg_distrib]
  refine Finset.sum_congr rfl (fun i _ => ?_)
  rw [gibbs]
  ring

/-- As the order tends to one, the Rényi entropy of the Gibbs weights tends to their
Shannon entropy. -/
theorem tendsto_renyiEntropy_gibbs [Nonempty ι] (E : ι → ℝ) (b : ℝ) :
    Tendsto (fun a => renyiEntropy (gibbs E b) a) (𝓝[≠] 1)
      (𝓝 (renyiEntropy (gibbs E b) 1)) := by
  have h0 : HasDerivAt (fun x => Real.log (partitionFn E x)) (-meanEnergy E b)
      (1 * b) := by
    rw [one_mul]
    exact hasDerivAt_log_partitionFn E b
  have hc : HasDerivAt (fun a : ℝ => a * b) b 1 := hasDerivAt_mul_const b
  have h1 : HasDerivAt (fun a : ℝ => Real.log (partitionFn E (a * b)))
      (-meanEnergy E b * b) 1 :=
    HasDerivAt.comp_of_eq 1 h0 hc rfl
  have hg : HasDerivAt (fun a : ℝ => Real.log (partitionFn E (a * b))
      - a * Real.log (partitionFn E b))
      (-(b * meanEnergy E b + Real.log (partitionFn E b))) 1 :=
    (h1.fun_sub (hasDerivAt_mul_const (Real.log (partitionFn E b)))).congr_deriv
      (by ring)
  -- the Rényi entropy is minus the slope of this function between 1 and a
  have ht := (hasDerivAt_iff_tendsto_slope.mp hg).neg
  rw [neg_neg] at ht
  rw [shannonEntropy_gibbs]
  refine ht.congr' ?_
  filter_upwards [self_mem_nhdsWithin] with a ha
  have ha1 : a ≠ 1 := ha
  rw [renyiEntropy, if_neg ha1, log_sum_gibbs_rpow, slope_def_field]
  simp only [one_mul, sub_self, sub_zero]
  rw [← neg_sub a 1, div_neg]

end

end RenyiFreeEnergy
```

```lean
#print axioms RenyiFreeEnergy.renyiEntropy_gibbs
#print axioms RenyiFreeEnergy.renyiEntropy_eq_difference_quotient
#print axioms RenyiFreeEnergy.tendsto_renyiEntropy_gibbs
```

```
'RenyiFreeEnergy.renyiEntropy_gibbs' depends on axioms: [propext, Classical.choice, Quot.sound]
'RenyiFreeEnergy.renyiEntropy_eq_difference_quotient' depends on axioms: [propext, Classical.choice, Quot.sound]
'RenyiFreeEnergy.tendsto_renyiEntropy_gibbs' depends on axioms: [propext, Classical.choice, Quot.sound]
```

`partitionFn_pos` supplies the positivity that the powers, logarithms and divisions need, and `sum_gibbs` is normalisation. `sum_gibbs_rpow` rescales the inverse temperature term by term, and `log_sum_gibbs_rpow` takes the logarithm.

In `renyiEntropy_gibbs`, `key` states \(cF(c)=-\ln Z(c)\) for \(c\neq0\). It is used at \(c=ab\) and \(c=b\). `div_eq_div_iff` clears the denominators \(1-a\) and \(a-1\), and `linear_combination` combines the two instances.

`renyiEntropy_eq_difference_quotient` rewrites the temperature difference through `hd`. It then replaces the two free energies by plain variables, which leaves an identity of fractions for `field_simp`.

`shannonEntropy_gibbs` expands \(\ln p_i\) and uses normalisation, while `hasDerivAt_log_partitionFn` differentiates the finite sum and then its logarithm. In `tendsto_renyiEntropy_gibbs`, `hg` is the derivative of \(g\) at \(1\), and `hasDerivAt_iff_tendsto_slope` turns it into a limit of slopes. The filter `𝓝[≠] 1` lets \(a\) approach one without equalling it, so the last lines can identify the negated slope with the \(a\neq1\) branch of the entropy.
